# A complex diagonal matrix with $N$ distinct nonzero diagonal entries has exactly $2^N$ square roots

Q: Before any counting, what is a matrix here, and what counts as a square root?

A: Matrices are complex and square, with rows and columns labelled by a finite type `n`. I write $N$ for its number of elements, `Fintype.card n`.

```lean
import Mathlib

open Matrix

namespace SquareRootBranches

variable {n : Type*} [Fintype n] [DecidableEq n]
```

A square root of $A$ is any complex matrix $X$ with $XX=A$. It need not be Hermitian, positive or diagonal.

```lean
/-- The set of all complex matrices whose square is `A`. -/
def squareRoots (A : Matrix n n ℂ) : Set (Matrix n n ℂ) := {X | X * X = A}
```

The family `d : n → ℂ` holds the diagonal entries $d_i$, and `diagonal d` is the matrix $D$ built from them. Distinctness is the hypothesis `Function.Injective d`: no eigenvalue of $D$ is degenerate.

Q: You allow every complex matrix. Why should a root of $D$ be diagonal?

A: Because $X$ commutes with its own square: $XD=X(XX)=(XX)X=DX$. The $(i,j)$ entry of this equation reads $X_{ij}d_j=d_iX_{ij}$, so
$$(d_i-d_j)X_{ij}=0.$$
For $i\neq j$ the first factor is nonzero, hence $X_{ij}=0$. In the proof, `hcomm` is the commutation and `hprod` is the displayed equation.

```lean
/-- Every square root of a diagonal matrix with distinct diagonal entries is itself diagonal. -/
theorem squareRoot_eq_diagonal {d : n → ℂ} (hd : Function.Injective d)
    {X : Matrix n n ℂ} (hX : X ∈ squareRoots (diagonal d)) :
    X = diagonal (fun i => X i i) := by
  have hsq : X * X = diagonal d := hX
  -- a matrix commutes with its own square
  have hcomm : X * diagonal d = diagonal d * X := by rw [← hsq, mul_assoc]
  ext i j
  by_cases hij : i = j
  · subst hij
    simp
  · have h := congrArg (fun M : Matrix n n ℂ => M i j) hcomm
    simp only [Matrix.mul_diagonal, Matrix.diagonal_mul] at h
    have hprod : (d i - d j) * X i j = 0 := by linear_combination -h
    rw [Matrix.diagonal_apply_ne _ hij]
    exact (mul_eq_zero.mp hprod).resolve_left (sub_ne_zero.mpr (hd.ne hij))
```

Q: And the diagonal entries?

A: Write $X=\mathrm{diag}(x)$. Then $X^2=\mathrm{diag}(x_i^2)$, which equals $D$ exactly when $x_i^2=d_i$ for every $i$. The next theorem states both directions.

```lean
/-- The square roots of a diagonal matrix with distinct entries are exactly the diagonal matrices
built from one scalar square root of each entry. -/
theorem mem_squareRoots_diagonal_iff {d : n → ℂ} (hd : Function.Injective d)
    {X : Matrix n n ℂ} :
    X ∈ squareRoots (diagonal d) ↔ ∃ x : n → ℂ, (∀ i, x i ^ 2 = d i) ∧ X = diagonal x := by
  constructor
  · intro hX
    obtain ⟨x, rfl⟩ : ∃ x : n → ℂ, X = diagonal x := ⟨_, squareRoot_eq_diagonal hd hX⟩
    refine ⟨x, fun i => ?_, rfl⟩
    have h : diagonal x * diagonal x = diagonal d := hX
    rw [diagonal_mul_diagonal] at h
    have hi := congrFun (diagonal_injective h) i
    rw [pow_two]
    exact hi
  · rintro ⟨x, hx, rfl⟩
    change diagonal x * diagonal x = diagonal d
    rw [diagonal_mul_diagonal]
    exact congrArg diagonal (funext fun i => by rw [← hx i, pow_two])
```

Q: So the count is a product over eigenvalues. What happens if one of them is zero?

A: It contributes one choice instead of two. Pick $r_i$ with $r_i^2=d_i$, which is possible over $\mathbb C$. Then $x_i^2=d_i$ means $(x_i-r_i)(x_i+r_i)=0$, so $x_i=\pm r_i$. These two values differ if $d_i\neq0$ and coincide if $d_i=0$. The choices are independent, so the number of roots is
$$\prod_i \bigl|\{r_i,-r_i\}\bigr| = 2^{|\{i\,:\,d_i\neq0\}|}.$$
In Lean, `key` identifies the roots with these choices, `hcard` counts the options for each entry, and the last rewrite multiplies them.

```lean
/-- A diagonal matrix with distinct entries has two to the power of the number of its nonzero
entries square roots. -/
theorem ncard_squareRoots_diagonal {d : n → ℂ} (hd : Function.Injective d) :
    (squareRoots (diagonal d)).ncard = 2 ^ (Finset.univ.filter (fun i => d i ≠ 0)).card := by
  -- fix a reference branch for every entry
  have hex : ∀ i, ∃ z : ℂ, z ^ 2 = d i := fun i =>
    IsAlgClosed.exists_pow_nat_eq (d i) two_pos
  choose r hr using hex
  have key : squareRoots (diagonal d) = diagonal ''
      (↑(Fintype.piFinset fun i => ({r i, -r i} : Finset ℂ)) : Set (n → ℂ)) := by
    ext X
    constructor
    · intro hX
      obtain ⟨x, hx, rfl⟩ := (mem_squareRoots_diagonal_iff hd).mp hX
      refine ⟨x, ?_, rfl⟩
      rw [Finset.mem_coe, Fintype.mem_piFinset]
      intro i
      rw [Finset.mem_insert, Finset.mem_singleton]
      exact sq_eq_sq_iff_eq_or_eq_neg.mp ((hx i).trans (hr i).symm)
    · rintro ⟨x, hx, rfl⟩
      rw [Finset.mem_coe, Fintype.mem_piFinset] at hx
      refine (mem_squareRoots_diagonal_iff hd).mpr ⟨x, fun i => ?_, rfl⟩
      have hi := hx i
      rw [Finset.mem_insert, Finset.mem_singleton] at hi
      rw [← hr i]
      exact sq_eq_sq_iff_eq_or_eq_neg.mpr hi
  -- a nonzero entry offers two branches, a zero entry only one
  have hcard : ∀ i, ({r i, -r i} : Finset ℂ).card = if d i ≠ 0 then 2 else 1 := by
    intro i
    by_cases h0 : d i = 0
    · have hri : r i = 0 := by
        have h := hr i
        rw [h0] at h
        exact pow_eq_zero_iff (two_ne_zero) |>.mp h
      simp [h0, hri]
    · have hne : r i ≠ -r i := by
        intro h
        have hri : r i = 0 := by linear_combination h / 2
        apply h0
        rw [← hr i, hri]
        norm_num
      rw [Finset.card_pair hne, if_pos h0]
  rw [key, Set.ncard_image_of_injective _ diagonal_injective, Set.ncard_coe_finset,
    Fintype.card_piFinset, Finset.prod_congr rfl (fun i _ => hcard i),
    ← Finset.prod_filter, Finset.prod_const]
```

Q: `ncard` returns a natural number even for an infinite set. Could that hide something?

A: No. It returns 0 for an infinite set, and a power of two is never 0, so the set of roots is finite.

With all $d_i$ nonzero, the exponent is $N$. The theorem below gives the count and says that every root is diagonal.

```lean
/-- A diagonal matrix with distinct nonzero diagonal entries has exactly `2 ^ Fintype.card n` square
roots, and all of them are diagonal. -/
theorem square_root_branch_count {d : n → ℂ} (hd : Function.Injective d) (h0 : ∀ i, d i ≠ 0) :
    (squareRoots (diagonal d)).ncard = 2 ^ Fintype.card n ∧
      ∀ X ∈ squareRoots (diagonal d), X.IsDiag := by
  constructor
  · rw [ncard_squareRoots_diagonal hd, Finset.filter_true_of_mem (fun i _ => h0 i),
      Finset.card_univ]
  · intro X hX
    rw [squareRoot_eq_diagonal hd hX]
    exact isDiag_diagonal _
```

Q: My matrices are not diagonal. The overlap matrix of a nonorthogonal basis, for example, isn't.

A: The count survives a similarity transformation, which takes $D$ to $PDQ$ with $PQ=1$. (A new choice of basis functions acts differently on an overlap matrix $S$: it gives $C^\dagger SC$, which can even be the identity.) For square matrices $PQ=1$ also gives $QP=1$. If $Y^2=D$, then $(PYQ)^2=PY(QP)YQ=PDQ$. Conversely, if $X^2=PDQ$, then $(QXP)^2=QX^2P=D$. The maps $Y\mapsto PYQ$ and $X\mapsto QXP$ undo each other, as `back` and `forth` verify, so the two sets of roots have the same size.

```lean
/-- A matrix similar to a diagonal matrix with distinct nonzero diagonal entries also has exactly `2
^ Fintype.card n` square roots. -/
theorem ncard_squareRoots_of_similar {d : n → ℂ} (hd : Function.Injective d)
    (h0 : ∀ i, d i ≠ 0) {P Q : Matrix n n ℂ} (hPQ : P * Q = 1) :
    (squareRoots (P * diagonal d * Q)).ncard = 2 ^ Fintype.card n := by
  have hQP : Q * P = 1 := mul_eq_one_comm.mp hPQ
  have back : ∀ Y : Matrix n n ℂ, Q * (P * Y * Q) * P = Y := fun Y => by
    calc Q * (P * Y * Q) * P = (Q * P) * Y * (Q * P) := by noncomm_ring
      _ = Y := by rw [hQP, one_mul, mul_one]
  have forth : ∀ X : Matrix n n ℂ, P * (Q * X * P) * Q = X := fun X => by
    calc P * (Q * X * P) * Q = (P * Q) * X * (P * Q) := by noncomm_ring
      _ = X := by rw [hPQ, one_mul, mul_one]
  -- the change of basis carries square roots to square roots
  have key : squareRoots (P * diagonal d * Q) =
      (fun Y => P * Y * Q) '' squareRoots (diagonal d) := by
    ext X
    constructor
    · intro hX
      have hX' : X * X = P * diagonal d * Q := hX
      refine ⟨Q * X * P, ?_, forth X⟩
      change Q * X * P * (Q * X * P) = diagonal d
      calc Q * X * P * (Q * X * P) = Q * X * (P * Q) * X * P := by noncomm_ring
        _ = Q * (X * X) * P := by rw [hPQ, mul_one, mul_assoc Q X X]
        _ = diagonal d := by rw [hX', back]
    · rintro ⟨Y, hY, rfl⟩
      have hY' : Y * Y = diagonal d := hY
      change P * Y * Q * (P * Y * Q) = P * diagonal d * Q
      calc P * Y * Q * (P * Y * Q) = P * Y * (Q * P) * Y * Q := by noncomm_ring
        _ = P * diagonal d * Q := by rw [hQP, mul_one, mul_assoc P Y Y, hY']
  have hinj : Function.Injective (fun Y : Matrix n n ℂ => P * Y * Q) := by
    intro Y Z h
    have h' : P * Y * Q = P * Z * Q := h
    rw [← back Y, h', back Z]
  rw [key, Set.ncard_image_of_injective _ hinj, (square_root_branch_count hd h0).1]
```

This covers a finite-basis overlap matrix $S$ that is positive definite with distinct eigenvalues: the $S^{1/2}$ behind Löwdin orthogonalisation is one of $2^N$ solutions of $X^2=S$. An iteration that converges to a square root of such an $S$ has therefore picked one sign for each eigenvalue.

Q: Molecular symmetry can make eigenvalues degenerate. Does the count still hold?

A: No. For the $2\times2$ identity, for example, every complex $t$ gives a root:
$$\begin{pmatrix}1&t\\0&-1\end{pmatrix}^2=\begin{pmatrix}1&t-t\\0&1\end{pmatrix}=\begin{pmatrix}1&0\\0&1\end{pmatrix}.$$
Different $t$ give different matrices, since $t$ is the upper right entry. Lean uses this injective family to prove that the set is infinite.

```lean
/-- The two by two identity matrix, whose diagonal entries coincide, has infinitely many
square roots. -/
theorem infinite_squareRoots_one :
    (squareRoots (1 : Matrix (Fin 2) (Fin 2) ℂ)).Infinite := by
  refine Set.infinite_of_injective_forall_mem (f := fun t : ℂ => !![1, t; 0, -1]) ?_ ?_
  · intro s t h
    simpa using congrArg (fun M : Matrix (Fin 2) (Fin 2) ℂ => M 0 1) h
  · intro t
    change !![1, t; 0, -1] * !![1, t; 0, -1] = (1 : Matrix (Fin 2) (Fin 2) ℂ)
    ext i j
    fin_cases i <;> fin_cases j <;> simp [Matrix.mul_apply, Fin.sum_univ_succ]
```

Q: Then what singles out the root I want?

A: For distinct $d_i$, a condition on the signs. Suppose also that no $d_i$ is zero or a negative real number, which is what `Complex.slitPlane` encodes. A scalar root $w$ of $d_i$ cannot have real part zero, because then $w^2=-(\operatorname{Im}w)^2\le0$. So exactly one of $w$ and $-w$ has positive real part. Call that one $r_i$. Taking $r_i$ for each $i$ gives a root of $D$ with all diagonal entries in the open right half-plane. Any other root has $x_i=-r_i$ somewhere, and that entry has negative real part.

```lean
/-- If the distinct diagonal entries avoid zero and the negative real axis, exactly one square root
has all its diagonal entries in the open right half-plane. -/
theorem existsUnique_principal_root {d : n → ℂ} (hd : Function.Injective d)
    (hs : ∀ i, d i ∈ Complex.slitPlane) :
    ∃! X : Matrix n n ℂ, X ∈ squareRoots (diagonal d) ∧ ∀ i, 0 < (X i i).re := by
  -- of the two scalar branches, one has positive real part
  have hex : ∀ i, ∃ w : ℂ, w ^ 2 = d i ∧ 0 < w.re := by
    intro i
    obtain ⟨w, hw⟩ := IsAlgClosed.exists_pow_nat_eq (d i) two_pos
    rcases lt_trichotomy w.re 0 with h | h | h
    · exact ⟨-w, by rw [neg_sq, hw], by rw [Complex.neg_re]; linarith⟩
    · exfalso
      have hi := hs i
      rw [← hw, Complex.mem_slitPlane_iff, pow_two, Complex.mul_re, Complex.mul_im, h] at hi
      rcases hi with hi | hi
      · nlinarith [mul_self_nonneg w.im]
      · exact hi (by ring)
    · exact ⟨w, hw, h⟩
  choose r hr hpos using hex
  refine ⟨diagonal r, ⟨(mem_squareRoots_diagonal_iff hd).mpr ⟨r, hr, rfl⟩, fun i => ?_⟩, ?_⟩
  · rw [diagonal_apply_eq]
    exact hpos i
  · rintro X ⟨hX, hXpos⟩
    obtain ⟨x, hx, rfl⟩ := (mem_squareRoots_diagonal_iff hd).mp hX
    refine congrArg diagonal (funext fun i => ?_)
    rcases sq_eq_sq_iff_eq_or_eq_neg.mp ((hx i).trans (hr i).symm) with h | h
    · exact h
    · exfalso
      have h1 := hXpos i
      rw [diagonal_apply_eq, h, Complex.neg_re] at h1
      linarith [hpos i]

end SquareRootBranches
```

Q: Does this tell me that my iteration finds that root?

A: No. The theorems describe the set of solutions in exact arithmetic; they contain no iteration, so convergence and rounding need their own analysis. The selection theorem is also stated only for diagonal $D$ with distinct entries.

```lean
#print axioms SquareRootBranches.ncard_squareRoots_diagonal
-- 'SquareRootBranches.ncard_squareRoots_diagonal' depends on axioms: [propext, Classical.choice, Quot.sound]
#print axioms SquareRootBranches.ncard_squareRoots_of_similar
-- 'SquareRootBranches.ncard_squareRoots_of_similar' depends on axioms: [propext, Classical.choice, Quot.sound]
#print axioms SquareRootBranches.infinite_squareRoots_one
-- 'SquareRootBranches.infinite_squareRoots_one' depends on axioms: [propext, Classical.choice, Quot.sound]
#print axioms SquareRootBranches.existsUnique_principal_root
-- 'SquareRootBranches.existsUnique_principal_root' depends on axioms: [propext, Classical.choice, Quot.sound]
```
